# A spherical wave c exp(izr)/r has a square-integrable reduced radial function exactly when c = 0 or Im z > 0

Let f(r) = c exp(izr)/r for r > 0, a spherical wave with complex wavenumber z and complex amplitude c, with no normalisation imposed. The lemma says that the reduced radial function r f(r) is square integrable on the half-line r > 0 exactly when c = 0 or Im z > 0. The proof replaces r f(r) by c exp(izr), whose squared modulus is |c|² exp(−2 Im(z) r). If c ≠ 0 and Im z ≤ 0, this density is at least |c|² on a half-line of infinite length, so it cannot be integrable; conversely, it vanishes when c = 0 and decays exponentially when Im z > 0.

In Lean, a first try:

```lean
import Mathlib

open Complex MeasureTheory Set
open scoped Topology

namespace SquareIntegrableIff

noncomputable section

/-- If `f = c exp(i z r) / r` on `r > 0`, then `r f` is square integrable on the half-line
exactly when `c = 0` or `Im z > 0`. -/
theorem squareIntegrable_iff (z c : ℂ) {f : ℝ → ℂ}
    (hf : ∀ r : ℝ, 0 < r → f r = c * Complex.exp (I * z * r) / r) :
    MemLp (fun r : ℝ => (r : ℂ) * f r) 2 (volume.restrict (Ioi 0)) ↔ c = 0 ∨ 0 < z.im := by
  have h0 : (fun r : ℝ => (r : ℂ) * f r) =ᵐ[volume.restrict (Ioi 0)]
      fun r : ℝ => c * Complex.exp (I * z * r) := by
    refine ae_restrict_of_forall_mem measurableSet_Ioi fun r hr => ?_
    rw [hf r hr, mul_div_cancel₀ _ (ofReal_ne_zero.2 (ne_of_gt hr))]
  have hm : Continuous fun r : ℝ => c * Complex.exp (I * z * r) := by fun_prop
  have hn : ∀ r : ℝ, ‖c * Complex.exp (I * z * r)‖ ^ 2
      = ‖c‖ ^ 2 * Real.exp (-(2 * z.im) * r) := by
    intro r
    have hre : (I * z * r).re = -z.im * r := by simp
    rw [norm_mul, mul_pow, Complex.norm_exp, hre, ← Real.exp_nat_mul]
    congr 2
    push_cast
    ring
  rw [memLp_congr_ae h0, memLp_two_iff_integrable_sq_norm hm.aestronglyMeasurable]
  simp only [hn]
  constructor
  · intro hI
    by_contra hcon
    obtain ⟨hc, hz⟩ := not_or.1 hcon
    -- for `Im z ≤ 0` the density never drops below `|c|²`
    have hpos : 0 < ‖c‖ ^ 2 := pow_pos (norm_pos_iff.2 hc) 2
    have hlt := hI.measure_norm_ge_lt_top hpos
    have hsub : Ioi (0 : ℝ) ⊆
        {r : ℝ | ‖c‖ ^ 2 ≤ ‖‖c‖ ^ 2 * Real.exp (-(2 * z.im) * r)‖} := by
      intro r hr
      rw [mem_setOf_eq, Real.norm_of_nonneg (by positivity)]
      have h1 : 0 ≤ -(2 * z.im) * r :=
        mul_nonneg (by linarith [not_lt.1 hz]) (le_of_lt hr)
      exact le_mul_of_one_le_right hpos.le (Real.one_le_exp h1)
    have hle := measure_mono (μ := volume.restrict (Ioi (0 : ℝ))) hsub
    rw [Measure.restrict_apply_self, Real.volume_Ioi] at hle
    exact absurd hlt (not_lt_of_ge hle)
  · rintro (hc | hz)
    · simp [hc]
    · exact Integrable.const_mul
        (exp_neg_integrableOn_Ioi 0 (by linarith : 0 < 2 * z.im)) _

end

end SquareIntegrableIff
```

The compiler's answer:

```
Main.lean:18:8: error: Tactic `rewrite` failed: Did not find an occurrence of the pattern
  f r
in the target expression
  (fun r => ↑r * f r) r = (fun r => c * cexp (I * z * ↑r)) r

z c : ℂ
f : ℝ → ℂ
hf : ∀ (r : ℝ), 0 < r → f r = c * cexp (I * z * ↑r) / ↑r
r : ℝ
hr : r ∈ Ioi 0
⊢ (fun r => ↑r * f r) r = (fun r => c * cexp (I * z * ↑r)) r
Main.lean:40:10: warning: `Set.mem_setOf_eq` has been deprecated: Use `Set.mem_ofPred_eq` instead
```

The error comes from the step that replaces r f(r) by c exp(izr). After `refine`, the left side of the goal is `(fun r => ↑r * f r) r`, a function applied to `r` but not yet evaluated. The `r` inside that function is its own bound variable, whereas `hf r hr` concerns the particular `r` introduced by the proof. `rw` looks for `f r` with that particular `r` and finds no occurrence. The added `show` states the goal with both functions evaluated, which Lean accepts as the same goal by definition. Now `f r` appears explicitly, and the original `rw` line works unchanged.

The other message is only a warning that `Set.mem_setOf_eq` is deprecated. The second `show` writes out the set-membership condition directly, so that lemma is no longer needed. This change is tidying and plays no part in curing the error.

The repair, with which the file compiles:

```diff
@@ -16,4 +16,5 @@
       fun r : ℝ => c * Complex.exp (I * z * r) := by
     refine ae_restrict_of_forall_mem measurableSet_Ioi fun r hr => ?_
+    show (r : ℂ) * f r = c * Complex.exp (I * z * r)
     rw [hf r hr, mul_div_cancel₀ _ (ofReal_ne_zero.2 (ne_of_gt hr))]
   have hm : Continuous fun r : ℝ => c * Complex.exp (I * z * r) := by fun_prop
@@ -38,5 +39,6 @@
         {r : ℝ | ‖c‖ ^ 2 ≤ ‖‖c‖ ^ 2 * Real.exp (-(2 * z.im) * r)‖} := by
       intro r hr
-      rw [mem_setOf_eq, Real.norm_of_nonneg (by positivity)]
+      show ‖c‖ ^ 2 ≤ ‖‖c‖ ^ 2 * Real.exp (-(2 * z.im) * r)‖
+      rw [Real.norm_of_nonneg (by positivity)]
       have h1 : 0 ≤ -(2 * z.im) * r :=
         mul_nonneg (by linarith [not_lt.1 hz]) (le_of_lt hr)
```
